# The exchange of two spins is a Hermitian operator

For a finite set of two-level spins, a state is given by its complex amplitudes on the up/down configurations, and exchanging the spins at sites `i` and `j` acts on it by permuting those amplitudes. The lemma says that the inner product of two states is the same whether the exchange is applied to the first or to the second, which is to say that the exchange operator is Hermitian. The states need not be normalised, so `overlap` is the bare inner product, to be divided by the norms of both (non-zero) states if a normalised overlap is wanted. The attempt takes the sum over configurations for the right-hand side, reindexes it by the exchange, which is its own inverse and so a permutation of the configurations, and leaves `simpa` to cancel the double exchange that results.

The failing Lean file:

```lean
import Mathlib

open Finset ComplexConjugate

namespace OverlapExchange

noncomputable section

/-- Amplitudes of a many-spin state in the basis of up/down configurations of the sites `V`. -/
abbrev State (V : Type*) := (V → Fin 2) → ℂ

variable {V D T : Type*} [DecidableEq V]

/-- The configuration with the spins at `i` and `j` exchanged. -/
def exchange (i j : V) (σ : V → Fin 2) : V → Fin 2 := fun x => σ (Equiv.swap i j x)

lemma exchange_exchange (i j : V) (σ : V → Fin 2) : exchange i j (exchange i j σ) = σ := by
  funext x; simp [exchange]

variable [Fintype V]

/-- The inner product of two many-spin states. -/
def overlap (φ ψ : State V) : ℂ := ∑ σ, conj (φ σ) * ψ σ

lemma overlap_exchange (i j : V) (φ χ : State V) :
    overlap (fun σ => φ (exchange i j σ)) χ = overlap φ (fun σ => χ (exchange i j σ)) := by
  have := Equiv.sum_comp (Function.Involutive.toPerm (exchange i j) (exchange_exchange i j))
    (fun σ => conj (φ σ) * χ (exchange i j σ))
  simpa only [overlap, Function.Involutive.coe_toPerm, exchange_exchange] using this

end

end OverlapExchange
```

Compiling this gives:

```
Main.lean:29:2: error: Type mismatch: After simplification, term
  this
 has type
  ∑ i_1,
      (starRingEnd ℂ) (φ ((Function.Involutive.toPerm (exchange i j) ⋯) i_1)) *
        χ (exchange i j ((Function.Involutive.toPerm (exchange i j) ⋯) i_1)) =
    ∑ i_1, (starRingEnd ℂ) (φ i_1) * χ (exchange i j i_1)
but is expected to have type
  ∑ x, (starRingEnd ℂ) (φ (exchange i j x)) * χ x = ∑ x, (starRingEnd ℂ) (φ x) * χ (exchange i j x)
```

What went wrong. The message shows `this` after simplification, with the exchange still wrapped as `Function.Involutive.toPerm (exchange i j) ⋯` on the left. So `Function.Involutive.coe_toPerm`, which was meant to turn the permutation back into the plain function `exchange i j`, did not rewrite it; the message does not say why. That also blocked `exchange_exchange`, which needs two visible applications of `exchange i j`, whereas here the inner one was hidden in the permutation. The two sides therefore did not match the goal.

The repair states the reindexed sum as `h`, with `exchange i j σ` written out. Lean accepts the same `Equiv.sum_comp` term as its proof, because the permutation applied to `σ` is by definition `exchange i j σ`. Now `exchange_exchange` can cancel the double exchange, and `h` matches the goal. `Function.Involutive.coe_toPerm` has nothing left to do and is dropped from the `simpa` call; the change of name from `this` to `h` is mere tidying.

The change, after which it compiles:

```diff
@@ -25,7 +25,9 @@
 lemma overlap_exchange (i j : V) (φ χ : State V) :
     overlap (fun σ => φ (exchange i j σ)) χ = overlap φ (fun σ => χ (exchange i j σ)) := by
-  have := Equiv.sum_comp (Function.Involutive.toPerm (exchange i j) (exchange_exchange i j))
-    (fun σ => conj (φ σ) * χ (exchange i j σ))
-  simpa only [overlap, Function.Involutive.coe_toPerm, exchange_exchange] using this
+  have h : ∑ σ, conj (φ (exchange i j σ)) * χ (exchange i j (exchange i j σ))
+      = ∑ σ, conj (φ σ) * χ (exchange i j σ) :=
+    Equiv.sum_comp (Function.Involutive.toPerm (exchange i j) (exchange_exchange i j))
+      (fun σ => conj (φ σ) * χ (exchange i j σ))
+  simpa only [overlap, exchange_exchange] using h
 
 end
```
